# A parity-preserving quartic Majorana gate that is not Gaussian

## Gaussian as a property of conjugation

A gate is called Gaussian here if conjugation by it sends every Majorana operator to a complex linear combination of the Majorana operators. This tests what the gate does, without asking whether it can be written as the exponential of a linear combination of products of two Majorana operators. Such exponentials pass the test, so a gate that fails it is not one of them.

Take four Majorana operators g₀, g₁, g₂, g₃, which square to 1 and anticommute pairwise. They describe two fermionic modes, whose parity operator is, up to a sign convention, the product

P = g₀g₁g₂g₃.

A gate preserves parity if it commutes with P. The gates studied are

U(θ) = cos θ + i sin θ P.

In terms of the occupation numbers n₁ and n₂ of the two modes, P is, up to sign, (1 − 2n₁)(1 − 2n₂): a density–density interaction 4n₁n₂ together with one-mode terms and a constant. The result shows that, except at special angles, U(θ) is not one of the gates for which the four Majorana operators can be tracked by a 4×4 matrix. This is a statement about the gate as an operator. On a two-mode state of definite parity P is ±1, so U(θ) only multiplies the state by a global phase; the test detects the relative phase between the two parity sectors, which each g_j connects.

## The statement in words

In a complex algebra with 1 ≠ 0, U(θ) is Gaussian exactly when sin 2θ = 0. At θ = π/4 the gate is U = (1 + iP)/√2; it commutes with P, and

U g₀ U⁻¹ = −i g₁g₂g₃,

which is not a linear combination of g₀, …, g₃.

In Lean, `IsMajorana g` contains the squares and the anticommutation relations, and `Nontrivial A` says 1 ≠ 0. The gate has type `Aˣ`, so it carries a two-sided inverse. `IsGaussian` expresses linear combinations by `Submodule.span ℂ (Set.range g)`. The algebra has no adjoint, so neither hermiticity of the g's nor unitarity of U enters.

## Conjugating a Majorana operator

Sorting the factors of P² takes six exchanges, so the sign is + and P² = 1. Moving g_j through P passes three different operators and itself, hence

P g_j = −g_j P.

Write c = cos θ and s = sin θ. Since P² = 1,

(c + isP)(c − isP) = c² + s² = 1,

and the same holds in the other order, so U⁻¹ = c − isP. Anticommutation gives U g_j = g_j(c − isP), and therefore

U g_j U⁻¹ = g_j(c − isP)²
= g_j(c² − s² − 2iscP)
= cos 2θ g_j − i sin 2θ g_j P.

If sin 2θ = 0, this is a multiple of g_j and the gate is Gaussian. Otherwise the question is whether Q = g_j P lies in the span.

## The cubic term lies outside the span

For m ≠ j, both g_j and P anticommute with g_m, so Q commutes with g_m. Suppose Q = Σᵢ aᵢgᵢ, and choose k ≠ j. Then

Q g_k + g_k Q = 2a_k.

The left side is also 2g_k Q, so Q = a_k g_k. Now choose l different from j and k. Q commutes with g_l, while a_k g_k anticommutes with it, so Q g_l = −Q g_l and Q g_l = 0. Multiplying by g_l gives Q = 0. But P g_j Q = P g_j g_j P = P² = 1, a contradiction.

So for sin 2θ ≠ 0 the gate is not Gaussian: if U g_j U⁻¹ were in the span, subtracting cos 2θ g_j and dividing by −i sin 2θ would put Q there too. At θ = π/4 the cosine term vanishes and g₀P = g₁g₂g₃, which gives the stated image.

## The Lean file

```lean
import Mathlib

open Complex

namespace QuarticMajoranaGate

noncomputable section

variable {A : Type*} [Ring A]

/-- Four Majorana operators: each squares to one and different ones anticommute. -/
structure IsMajorana (g : Fin 4 → A) : Prop where
  sq : ∀ j, g j * g j = 1
  anticomm : ∀ j k, j ≠ k → g j * g k = -(g k * g j)

/-- The quartic product of the four Majorana operators. -/
def quartic (g : Fin 4 → A) : A := g 0 * g 1 * g 2 * g 3

/-- Two Majorana operators in the wrong order are exchanged at the cost of a sign,
alone or in front of another operator. -/
theorem IsMajorana.reorder {g : Fin 4 → A} (h : IsMajorana g) (j k : Fin 4) (hkj : k < j) :
    g j * g k = -(g k * g j) ∧ ∀ x, g j * (g k * x) = -(g k * (g j * x)) := by
  have e := h.anticomm j k (ne_of_gt hkj)
  exact ⟨e, fun x => by rw [← mul_assoc, e, neg_mul, mul_assoc]⟩

/-- The quartic product squares to one. -/
theorem IsMajorana.quartic_sq {g : Fin 4 → A} (h : IsMajorana g) :
    quartic g * quartic g = 1 := by
  simp [quartic, mul_assoc, h.reorder, h.sq]

/-- The quartic product anticommutes with each of the four Majorana operators. -/
theorem IsMajorana.quartic_anticomm {g : Fin 4 → A} (h : IsMajorana g) (j : Fin 4) :
    quartic g * g j = -(g j * quartic g) := by
  have s : ∀ j x, g j * (g j * x) = x := fun j x => by rw [← mul_assoc, h.sq, one_mul]
  fin_cases j <;> simp [quartic, mul_assoc, h.reorder, h.sq, s]

variable [Algebra ℂ A]

/-- An invertible gate is Gaussian if conjugation by it turns every Majorana operator into a
complex linear combination of the four Majorana operators. -/
def IsGaussian (g : Fin 4 → A) (U : Aˣ) : Prop :=
  ∀ j, (U : A) * g j * (↑U⁻¹ : A) ∈ Submodule.span ℂ (Set.range g)

/-- For scalars with `a² - b² = 1`, the elements `a + b P` and `a - b P` multiply to one in either
order, where `P` is the quartic product. -/
theorem IsMajorana.gate_mul {g : Fin 4 → A} (h : IsMajorana g) (a b : ℂ)
    (e : a * a - b * b = 1) :
    (a • (1 : A) + b • quartic g) * (a • (1 : A) - b • quartic g) = 1 ∧
    (a • (1 : A) - b • quartic g) * (a • (1 : A) + b • quartic g) = 1 := by
  constructor
  · calc _ = (a * a - b * b) • (1 : A) := by
          simp only [add_mul, mul_sub, smul_mul_assoc, mul_smul_comm, one_mul, mul_one,
            h.quartic_sq]
          module
      _ = 1 := by rw [e, one_smul]
  · calc _ = (a * a - b * b) • (1 : A) := by
          simp only [sub_mul, mul_add, smul_mul_assoc, mul_smul_comm, one_mul, mul_one,
            h.quartic_sq]
          module
      _ = 1 := by rw [e, one_smul]

/-- The quartic gate `cos θ + i sin θ P`, where `P` is the quartic product, with its inverse
`cos θ - i sin θ P`. -/
def quarticGate {g : Fin 4 → A} (h : IsMajorana g) (θ : ℝ) : Aˣ :=
  have e : (Real.cos θ : ℂ) * (Real.cos θ : ℂ)
      - (I * (Real.sin θ : ℂ)) * (I * (Real.sin θ : ℂ)) = 1 := by
    push_cast
    linear_combination Complex.cos_sq_add_sin_sq (θ : ℂ) - (Complex.sin θ) ^ 2 * Complex.I_sq
  { val := (Real.cos θ : ℂ) • (1 : A) + (I * (Real.sin θ : ℂ)) • quartic g
    inv := (Real.cos θ : ℂ) • (1 : A) - (I * (Real.sin θ : ℂ)) • quartic g
    val_inv := (h.gate_mul _ _ e).1
    inv_val := (h.gate_mul _ _ e).2 }

/-- Conjugation by the quartic gate sends each Majorana operator `g j` to `cos 2θ g j - i sin 2θ g j
P`, where `P` is the quartic product. -/
theorem quarticGate_conj {g : Fin 4 → A} (h : IsMajorana g) (θ : ℝ) (j : Fin 4) :
    (quarticGate h θ : A) * g j * (↑(quarticGate h θ)⁻¹ : A) =
      (Real.cos (2 * θ) : ℂ) • g j - (I * (Real.sin (2 * θ) : ℂ)) • (g j * quartic g) := by
  have h2 : g j * quartic g * quartic g = g j := by rw [mul_assoc, h.quartic_sq, mul_one]
  have key : ∀ a b : ℂ,
      (a • (1 : A) + b • quartic g) * g j * (a • (1 : A) - b • quartic g) =
        (a * a + b * b) • g j - (2 * a * b) • (g j * quartic g) := by
    intro a b
    simp only [add_mul, mul_sub, smul_mul_assoc, mul_smul_comm, one_mul, mul_one,
      h.quartic_anticomm j, neg_mul, h2]
    module
  -- the double-angle formulas
  have e1 : (Real.cos θ : ℂ) * (Real.cos θ : ℂ)
      + (I * (Real.sin θ : ℂ)) * (I * (Real.sin θ : ℂ)) = (Real.cos (2 * θ) : ℂ) := by
    rw [Real.cos_two_mul']
    push_cast
    linear_combination (Complex.sin θ) ^ 2 * Complex.I_sq
  have e2 : 2 * (Real.cos θ : ℂ) * (I * (Real.sin θ : ℂ)) = I * (Real.sin (2 * θ) : ℂ) := by
    rw [Real.sin_two_mul]
    push_cast
    ring
  have k := key (Real.cos θ : ℂ) (I * (Real.sin θ : ℂ))
  rw [e1, e2] at k
  exact k

/-- The product of a Majorana operator with the quartic product is not a linear combination
of the four Majorana operators. -/
theorem cubic_notMem_span [Nontrivial A] {g : Fin 4 → A} (h : IsMajorana g) (j : Fin 4) :
    g j * quartic g ∉ Submodule.span ℂ (Set.range g) := by
  intro hQ
  have pick : ∀ j : Fin 4, ∃ k l : Fin 4, k ≠ j ∧ l ≠ j ∧ k ≠ l := by decide
  obtain ⟨k, l, hk, hl, hkl⟩ := pick j
  -- a linear combination has a scalar anticommutator with `g k`
  have scal : ∀ x ∈ Submodule.span ℂ (Set.range g),
      ∃ c : ℂ, x * g k + g k * x = c • (1 : A) := by
    intro x hx
    induction hx using Submodule.span_induction with
    | mem x hx =>
      obtain ⟨i, rfl⟩ := hx
      by_cases hik : i = k
      · exact ⟨2, by rw [hik, h.sq, two_smul]⟩
      · exact ⟨0, by rw [h.anticomm i k hik, zero_smul, neg_add_cancel]⟩
    | zero => exact ⟨0, by simp⟩
    | add x y _ _ hx hy =>
      obtain ⟨a, ha⟩ := hx
      obtain ⟨b, hb⟩ := hy
      exact ⟨a + b, by rw [add_smul, ← ha, ← hb, add_mul, mul_add]; abel⟩
    | smul r x _ hx =>
      obtain ⟨a, ha⟩ := hx
      exact ⟨r * a, by rw [mul_smul, ← ha, smul_add, smul_mul_assoc, mul_smul_comm]⟩
  -- the cubic operator commutes with the other Majorana operators
  have comm : ∀ m, m ≠ j → g j * quartic g * g m = g m * (g j * quartic g) := by
    intro m hm
    rw [mul_assoc, h.quartic_anticomm, mul_neg, ← mul_assoc, h.anticomm j m hm.symm,
      neg_mul, neg_neg, mul_assoc]
  obtain ⟨c, hc⟩ := scal _ hQ
  rw [comm k hk] at hc
  have hQ' : (2 : ℂ) • (g j * quartic g) = c • g k := by
    calc _ = g k * (g k * (g j * quartic g) + g k * (g j * quartic g)) := by
          simp only [mul_add, ← mul_assoc, h.sq, one_mul, two_smul]
      _ = c • g k := by rw [hc, mul_smul_comm, mul_one]
  -- so it would both commute and anticommute with `g l`
  have e1 : (2 : ℂ) • (g j * quartic g * g l) = c • (g k * g l) := by
    rw [← smul_mul_assoc, hQ', smul_mul_assoc]
  have e2 : (2 : ℂ) • (g j * quartic g * g l) = -(c • (g k * g l)) := by
    rw [comm l hl, ← mul_smul_comm, hQ', mul_smul_comm, h.anticomm l k hkl.symm, smul_neg]
  have e3 : (4 : ℂ) • (g j * quartic g * g l) = 0 := by
    linear_combination (norm := module) e1 + e2
  have e4 := (smul_eq_zero.1 e3).resolve_left (by norm_num)
  have one : (1 : A) = quartic g * (g j * (g j * quartic g * g l * g l)) := by
    rw [mul_assoc (g j * quartic g), h.sq, mul_one, ← mul_assoc (g j) (g j), h.sq, one_mul,
      h.quartic_sq]
  rw [e4, zero_mul, mul_zero, mul_zero] at one
  exact one_ne_zero one

/-- The quartic gate with angle `θ` is Gaussian exactly when `sin 2θ = 0`. -/
theorem quarticGate_isGaussian_iff [Nontrivial A] {g : Fin 4 → A} (h : IsMajorana g) (θ : ℝ) :
    IsGaussian g (quarticGate h θ) ↔ Real.sin (2 * θ) = 0 := by
  have mem : ∀ j, g j ∈ Submodule.span ℂ (Set.range g) :=
    fun j => Submodule.subset_span ⟨j, rfl⟩
  constructor
  · intro hG
    by_contra hs
    have m := hG 0
    rw [quarticGate_conj] at m
    have m2 := Submodule.sub_mem _
      (Submodule.smul_mem _ (Real.cos (2 * θ) : ℂ) (mem 0)) m
    rw [sub_sub_cancel] at m2
    have hne : I * (Real.sin (2 * θ) : ℂ) ≠ 0 :=
      mul_ne_zero I_ne_zero (Complex.ofReal_ne_zero.2 hs)
    exact cubic_notMem_span h 0 ((Submodule.smul_mem_iff _ hne).1 m2)
  · intro hs j
    rw [quarticGate_conj, hs, Complex.ofReal_zero, mul_zero, zero_smul, sub_zero]
    exact Submodule.smul_mem _ _ (mem j)

/-- The gate `U = (1 + i g₀g₁g₂g₃)/√2` commutes with the quartic product and sends `g₀` to
`-i g₁g₂g₃`, which is not a linear combination of the four Majorana operators. -/
theorem parity_preserving_not_gaussian [Nontrivial A] {g : Fin 4 → A} (h : IsMajorana g) :
    let U := quarticGate h (Real.pi / 4)
    (U : A) = ((1 / √2 : ℝ) : ℂ) • (1 + I • (g 0 * g 1 * g 2 * g 3)) ∧
    (U : A) * quartic g = quartic g * (U : A) ∧
    (U : A) * g 0 * (↑U⁻¹ : A) = -(I • (g 1 * g 2 * g 3)) ∧
    -(I • (g 1 * g 2 * g 3)) ∉ Submodule.span ℂ (Set.range g) := by
  intro U
  have hP : g 0 * quartic g = g 1 * g 2 * g 3 := by
    simp only [quartic, ← mul_assoc, h.sq, one_mul]
  refine ⟨?_, ?_, ?_, ?_⟩
  · have r : √2 / 2 = 1 / √2 := by
      rw [div_eq_div_iff (by norm_num) (by positivity)]
      linarith [Real.mul_self_sqrt (show (0 : ℝ) ≤ 2 by norm_num)]
    change (Real.cos (Real.pi / 4) : ℂ) • (1 : A)
      + (I * (Real.sin (Real.pi / 4) : ℂ)) • (g 0 * g 1 * g 2 * g 3) = _
    rw [Real.cos_pi_div_four, Real.sin_pi_div_four, r]
    module
  · change ((Real.cos (Real.pi / 4) : ℂ) • (1 : A)
      + (I * (Real.sin (Real.pi / 4) : ℂ)) • quartic g) * quartic g = quartic g *
      ((Real.cos (Real.pi / 4) : ℂ) • (1 : A)
      + (I * (Real.sin (Real.pi / 4) : ℂ)) • quartic g)
    simp only [add_mul, mul_add, smul_mul_assoc, mul_smul_comm, one_mul, mul_one]
  · rw [quarticGate_conj, hP, show 2 * (Real.pi / 4) = Real.pi / 2 by ring,
      Real.cos_pi_div_two, Real.sin_pi_div_two, Complex.ofReal_zero, Complex.ofReal_one,
      zero_smul, mul_one, zero_sub]
  · intro m
    rw [← hP] at m
    exact cubic_notMem_span h 0
      ((Submodule.smul_mem_iff _ I_ne_zero).1 ((Submodule.neg_mem_iff _).1 m))

/-- The Jordan–Wigner matrices `X⊗1, Y⊗1, Z⊗X, Z⊗Y` on two qubits. -/
def jordanWigner : Fin 4 → Matrix (Fin 4) (Fin 4) ℂ :=
  ![!![0, 0, 1, 0; 0, 0, 0, 1; 1, 0, 0, 0; 0, 1, 0, 0],
    !![0, 0, -I, 0; 0, 0, 0, -I; I, 0, 0, 0; 0, I, 0, 0],
    !![0, 1, 0, 0; 1, 0, 0, 0; 0, 0, 0, -1; 0, 0, -1, 0],
    !![0, -I, 0, 0; I, 0, 0, 0; 0, 0, 0, I; 0, 0, -I, 0]]

/-- The two-qubit Jordan–Wigner matrices are four Majorana operators. -/
theorem isMajorana_witness : IsMajorana jordanWigner := by
  have key : ∀ j k : Fin 4, j < k →
      jordanWigner j * jordanWigner k = -(jordanWigner k * jordanWigner j) := by
    intro j k hjk
    fin_cases j <;> fin_cases k <;>
      first
      | exact absurd hjk (by decide)
      | (ext a b
         fin_cases a <;> fin_cases b <;>
           simp [jordanWigner, Matrix.mul_apply, Fin.sum_univ_succ])
  constructor
  · intro j
    fin_cases j <;> ext a b <;> fin_cases a <;> fin_cases b <;>
      simp [jordanWigner, Matrix.mul_apply, Fin.sum_univ_succ]
  · intro j k hjk
    rcases lt_or_gt_of_ne hjk with hlt | hgt
    · exact key j k hlt
    · rw [key k j hgt, neg_neg]

end

end QuarticMajoranaGate
```

```lean
#print axioms QuarticMajoranaGate.quarticGate_isGaussian_iff
#print axioms QuarticMajoranaGate.parity_preserving_not_gaussian
```

```
'QuarticMajoranaGate.quarticGate_isGaussian_iff' depends on axioms: [propext, Classical.choice, Quot.sound]
'QuarticMajoranaGate.parity_preserving_not_gaussian' depends on axioms: [propext, Classical.choice, Quot.sound]
```

## How the proof follows the algebra

`IsMajorana.reorder` supplies the signed exchanges; with it, `simp` sorts the products in `quartic_sq` and `quartic_anticomm`. `gate_mul` checks both orders of the inverse product, and `quarticGate` packages them as a unit. In `quarticGate_conj`, the conjugation is first computed for general coefficients a and b, after which `e1` and `e2` insert the double-angle formulas.

`cubic_notMem_span` uses induction on the span (`scal`) to show that the anticommutator with g_k is a scalar c, which is 2a_k above. The step `hQ'` is then 2Q = c g_k; `e1` and `e2` are the two signs obtained with g_l, and their sum makes Q g_l vanish.

`quarticGate_isGaussian_iff` performs the subtraction and division for j = 0, and `parity_preserving_not_gaussian` evaluates the gate at π/4. Finally, `isMajorana_witness` checks entry by entry that the two-qubit Jordan–Wigner matrices satisfy the relations, so the hypotheses have a concrete 4×4 realisation.
